# Singlet and triplet pair densities of two distinct orbitals, in terms of density and spin correlations

## Operators and conventions

The operators belong to a complex algebra $A$ with adjoint $*$; no Hilbert space or dimension is fixed. The annihilator $a_{ps}$, in Lean `a (p, s)`, removes an electron of spin $s$ from orbital $p$. Spin up is `0` and spin down is `1`.

```lean
import Mathlib

open Matrix

namespace SpinBond

noncomputable section

/-- The spin label "up". -/
abbrev up : Fin 2 := 0

/-- The spin label "down". -/
abbrev down : Fin 2 := 1
```

`IsCAR` states the canonical anticommutation relations, which encode Fermi statistics and orthonormal modes:
$$a_ia_j+a_ja_i=0,\qquad a_ia_j^*+a_j^*a_i=\delta_{ij}.$$

```lean
/-- Canonical anticommutation relations for a family of annihilation operators `a i`,
with creation operators `star (a i)`. -/
structure IsCAR {κ A : Type*} [DecidableEq κ] [Ring A] [StarRing A] (a : κ → A) : Prop where
  anti : ∀ i j, a i * a j + a j * a i = 0
  mixed : ∀ i j, a i * star (a j) + star (a j) * a i = if i = j then 1 else 0
```

Write $n_{ps}=a_{ps}^*a_{ps}$ and $n_p=n_{p\uparrow}+n_{p\downarrow}$. With $\hbar=1$, the ladder operators are $S_p^+=a_{p\uparrow}^*a_{p\downarrow}$ and $S_p^-=a_{p\downarrow}^*a_{p\uparrow}$.

```lean
section Operators

variable {ι A : Type*} [Ring A] [StarRing A] [Algebra ℂ A]

/-- The electron number of orbital `p`. -/
def number (a : ι × Fin 2 → A) (p : ι) : A :=
  star (a (p, up)) * a (p, up) + star (a (p, down)) * a (p, down)

/-- The spin raising operator of orbital `p`. -/
def Splus (a : ι × Fin 2 → A) (p : ι) : A := star (a (p, up)) * a (p, down)

/-- The spin lowering operator of orbital `p`. -/
def Sminus (a : ι × Fin 2 → A) (p : ι) : A := star (a (p, down)) * a (p, up)
```

The Cartesian components are $S^x=\frac12(S^++S^-)$, $S^y=-\frac i2(S^+-S^-)$ and $S_p^z=\frac12(n_{p\uparrow}-n_{p\downarrow})$. `spinDot` is $\mathbf S_p\cdot\mathbf S_q$, the sum of their three products.

```lean
/-- The x component of the spin of orbital `p`. -/
def Sx (a : ι × Fin 2 → A) (p : ι) : A := (1 / 2 : ℂ) • (Splus a p + Sminus a p)

/-- The y component of the spin of orbital `p`. -/
def Sy (a : ι × Fin 2 → A) (p : ι) : A := (-Complex.I / 2) • (Splus a p - Sminus a p)

/-- The z component of the spin of orbital `p`. -/
def Sz (a : ι × Fin 2 → A) (p : ι) : A :=
  (1 / 2 : ℂ) • (star (a (p, up)) * a (p, up) - star (a (p, down)) * a (p, down))

/-- The scalar product of the spins of orbitals `p` and `q`. -/
def spinDot (a : ι × Fin 2 → A) (p q : ι) : A :=
  Sx a p * Sx a q + Sy a p * Sy a q + Sz a p * Sz a q
```

The pair annihilators are
$$b=\tfrac1{\sqrt2}(a_{q\downarrow}a_{p\uparrow}-a_{q\uparrow}a_{p\downarrow}),\quad t_0=\tfrac1{\sqrt2}(a_{q\downarrow}a_{p\uparrow}+a_{q\uparrow}a_{p\downarrow}),\quad t_s=a_{qs}a_{ps}.$$

```lean
/-- The operator that annihilates a singlet pair on the bond `p`, `q`. -/
def singlet (a : ι × Fin 2 → A) (p q : ι) : A :=
  ((1 / Real.sqrt 2 : ℝ) : ℂ) • (a (q, down) * a (p, up) - a (q, up) * a (p, down))

/-- The operator that annihilates a triplet pair with zero spin projection on the bond
`p`, `q`. -/
def triplet0 (a : ι × Fin 2 → A) (p q : ι) : A :=
  ((1 / Real.sqrt 2 : ℝ) : ℂ) • (a (q, down) * a (p, up) + a (q, up) * a (p, down))

/-- The operator that annihilates two electrons of equal spin `s`, one on `p` and one
on `q`. -/
def tripletPar (a : ι × Fin 2 → A) (p q : ι) (s : Fin 2) : A := a (q, s) * a (p, s)
```

## (a) The scalar product in ladder form

Show that
$$\mathbf S_p\cdot\mathbf S_q=S_p^zS_q^z+\tfrac12(S_p^+S_q^-+S_p^-S_q^+).$$

**Solution.** Expand without changing the order of factors:
$$S_p^xS_q^x=\tfrac14(S_p^+S_q^++S_p^+S_q^-+S_p^-S_q^++S_p^-S_q^-),$$
$$S_p^yS_q^y=-\tfrac14(S_p^+S_q^+-S_p^+S_q^--S_p^-S_q^++S_p^-S_q^-).$$
In the sum the equal-sign products cancel and the mixed ones double. In Lean, `hI` evaluates $(-i/2)^2$ and `module` compares coefficients.

```lean
/-- The scalar product of two orbital spins in terms of raising and lowering operators. -/
theorem spinDot_ladder (a : ι × Fin 2 → A) (p q : ι) :
    spinDot a p q = Sz a p * Sz a q
      + (1 / 2 : ℂ) • (Splus a p * Sminus a q + Sminus a p * Splus a q) := by
  have hI : (-Complex.I / 2) * (-Complex.I / 2) = -(1 / 4 : ℂ) := by
    linear_combination (1 / 4 : ℂ) * Complex.I_mul_I
  simp only [spinDot, Sx, Sy, smul_mul_smul_comm, hI, mul_add, add_mul, mul_sub, sub_mul]
  module
```

## (b) The normalisation factor

Show that $(x/\sqrt2)^*(x/\sqrt2)=\frac12x^*x$.

**Solution.** The factor is real, so the adjoint leaves it unchanged, and its square is $\frac12$. `StarModule` supplies the rule $(cx)^*=\bar c\,x^*$.

```lean
/-- The normalisation `1/√2` of a pair operator contributes a factor `1/2` to its
pair density. -/
theorem normalised_pair [StarModule ℂ A] (x : A) :
    star (((1 / Real.sqrt 2 : ℝ) : ℂ) • x) * (((1 / Real.sqrt 2 : ℝ) : ℂ) • x)
      = (1 / 2 : ℂ) • (star x * x) := by
  have hr : (1 / Real.sqrt 2) * (1 / Real.sqrt 2) = (1 / 2 : ℝ) := by
    rw [div_mul_div_comm, Real.mul_self_sqrt (by norm_num), one_mul]
  have hc : ((1 / Real.sqrt 2 : ℝ) : ℂ) * ((1 / Real.sqrt 2 : ℝ) : ℂ) = 1 / 2 := by
    rw [← Complex.ofReal_mul, hr]
    norm_num
  rw [star_smul, smul_mul_smul_comm, Complex.star_def, Complex.conj_ofReal, hc]
```

## (c) Sorting a pair product by orbital

For $p\ne q$ and any spins, show that
$$a_{ps}^*a_{qt}^*a_{qt'}a_{ps'}=a_{ps}^*a_{ps'}\,a_{qt}^*a_{qt'}.$$

**Solution.** Move $a_{ps'}$ left past $a_{qt'}$, then past $a_{qt}^*$:
$$a_{ps}^*a_{qt}^*a_{qt'}a_{ps'}=-a_{ps}^*a_{qt}^*a_{ps'}a_{qt'}=a_{ps}^*a_{ps'}a_{qt}^*a_{qt'}.$$
The second step has no delta term because $p\ne q$. The `linear_combination` uses these two relations.

```lean
variable [DecidableEq ι] {a : ι × Fin 2 → A} {p q : ι}

omit [Algebra ℂ A] in
/-- Under the canonical anticommutation relations and for distinct orbitals, creating a pair after
annihilating a pair is a product of one bilinear on `p` and one on `q`. -/
theorem pair_reorder (h : IsCAR a) (hpq : p ≠ q) (s t t' s' : Fin 2) :
    star (a (p, s)) * star (a (q, t)) * (a (q, t') * a (p, s'))
      = star (a (p, s)) * a (p, s') * (star (a (q, t)) * a (q, t')) := by
  have m := h.mixed (p, s') (q, t)
  rw [if_neg (fun e => hpq (congrArg Prod.fst e))] at m
  linear_combination (norm := noncomm_ring)
    star (a (p, s)) * star (a (q, t)) * h.anti (q, t') (p, s') - star (a (p, s)) * m * a (q, t')
```

## (d) The singlet pair density

For $p\ne q$, show that
$$b^*b=\tfrac14n_pn_q-\mathbf S_p\cdot\mathbf S_q.$$

**Solution.** By (b) and (c),
$$b^*b=\tfrac12(n_{p\uparrow}n_{q\downarrow}+n_{p\downarrow}n_{q\uparrow}-S_p^+S_q^--S_p^-S_q^+).$$
Also $\frac14n_pn_q-S_p^zS_q^z=\frac12(n_{p\uparrow}n_{q\downarrow}+n_{p\downarrow}n_{q\uparrow})$, and (a) finishes the comparison. Lean rewrites with the same three results.

This is an operator identity, valid for empty and doubly occupied orbitals too. On a single bond of the t-J model, the exchange term $J(\mathbf S_p\cdot\mathbf S_q-\frac14n_pn_q)$ is thus $-J\,b^*b$; hopping plays no part here.

The identity fails for $p=q$: on a singly occupied orbital $b^*b$ gives $0$, while the right side gives $\frac14-\frac34=-\frac12$.

```lean
/-- Under the canonical anticommutation relations and for distinct orbitals, the singlet pair
density equals `n_p n_q / 4 - S_p · S_q`. -/
theorem singlet_bond [StarModule ℂ A] (h : IsCAR a) (hpq : p ≠ q) :
    star (singlet a p q) * singlet a p q
      = (1 / 4 : ℂ) • (number a p * number a q) - spinDot a p q := by
  rw [singlet, normalised_pair, spinDot_ladder]
  -- expand the pair density and sort each term by orbital
  simp only [star_sub, star_mul, sub_mul, mul_sub, pair_reorder h hpq]
  simp only [number, Sz, Splus, Sminus, smul_mul_smul_comm, add_mul, mul_add, sub_mul, mul_sub]
  module
```

## (e) The triplet pair density

For $p\ne q$, show that
$$t_\uparrow^*t_\uparrow+t_0^*t_0+t_\downarrow^*t_\downarrow=\tfrac34n_pn_q+\mathbf S_p\cdot\mathbf S_q.$$

**Solution.** The parallel pairs give $n_{p\uparrow}n_{q\uparrow}+n_{p\downarrow}n_{q\downarrow}$. The remaining term is
$$t_0^*t_0=\tfrac12(n_{p\uparrow}n_{q\downarrow}+n_{p\downarrow}n_{q\uparrow}+S_p^+S_q^-+S_p^-S_q^+).$$
In $\frac34n_pn_q+S_p^zS_q^z$, parallel products have coefficient $\frac34+\frac14=1$ and antiparallel ones $\frac34-\frac14=\frac12$, as required.

As a numerical instance, take $a_{p\uparrow}^*a_{q\downarrow}^*|0\rangle$, with $|0\rangle$ the Fock vacuum. Both $b$ and $t_0$ map it to $|0\rangle/\sqrt2$, so each density has expectation $\frac12$. Here $\langle n_pn_q\rangle=1$ and $\langle\mathbf S_p\cdot\mathbf S_q\rangle=-\frac14$, and indeed $\frac14+\frac14=\frac34-\frac14=\frac12$.

```lean
/-- Under the canonical anticommutation relations and for distinct orbitals, the total triplet pair
density equals `3 n_p n_q / 4 + S_p · S_q`. -/
theorem triplet_bond [StarModule ℂ A] (h : IsCAR a) (hpq : p ≠ q) :
    star (tripletPar a p q up) * tripletPar a p q up
      + star (triplet0 a p q) * triplet0 a p q
      + star (tripletPar a p q down) * tripletPar a p q down
      = (3 / 4 : ℂ) • (number a p * number a q) + spinDot a p q := by
  rw [triplet0, normalised_pair, spinDot_ladder]
  simp only [tripletPar, star_add, star_mul, add_mul, mul_add, pair_reorder h hpq]
  simp only [number, Sz, Splus, Sminus, smul_mul_smul_comm, add_mul, mul_add, sub_mul, mul_sub]
  module
```

## (f) Bounds on the spin correlation

Let $\omega$ be a linear functional with $\operatorname{Re}\omega(x^*x)\ge0$ for all $x$, as for expectation values in a state. For $p\ne q$, show that
$$-\tfrac34\operatorname{Re}\omega(n_pn_q)\le\operatorname{Re}\omega(\mathbf S_p\cdot\mathbf S_q)\le\tfrac14\operatorname{Re}\omega(n_pn_q).$$

**Solution.** Apply $\omega$ to (d) for the upper bound and to (e) for the lower. The left sides have non-negative real part. `linarith` combines these inequalities; $\omega$ need not be normalised.

```lean
/-- Under the canonical anticommutation relations, for distinct orbitals and a linear functional `ω`
with `Re ω(x* x) ≥ 0` for all `x`, the spin correlation lies between `-3/4` and `1/4` of the density
correlation (real parts). -/
theorem exchange_bounds [StarModule ℂ A] (h : IsCAR a) (hpq : p ≠ q) (ω : A →ₗ[ℂ] ℂ)
    (hω : ∀ x, 0 ≤ (ω (star x * x)).re) :
    -(3 / 4) * (ω (number a p * number a q)).re ≤ (ω (spinDot a p q)).re ∧
      (ω (spinDot a p q)).re ≤ 1 / 4 * (ω (number a p * number a q)).re := by
  have r3 : ∀ z : ℂ, ((3 / 4 : ℂ) * z).re = 3 / 4 * z.re := fun z => by
    simp [Complex.mul_re]
  have r1 : ∀ z : ℂ, ((1 / 4 : ℂ) * z).re = 1 / 4 * z.re := fun z => by
    simp [Complex.mul_re]
  have hs := hω (singlet a p q)
  rw [singlet_bond h hpq, map_sub, map_smul, smul_eq_mul, Complex.sub_re, r1] at hs
  have ht := congrArg (fun x => (ω x).re) (triplet_bond h hpq)
  simp only [map_add, map_smul, smul_eq_mul, Complex.add_re, r3] at ht
  have h1 := hω (tripletPar a p q up)
  have h2 := hω (triplet0 a p q)
  have h3 := hω (tripletPar a p q down)
  constructor <;> linarith
```

## (g) Commutation with the bond's raising operator

For $p\ne q$ and $T=S_p^++S_q^+$, show that $bT=Tb$.

**Solution.** The relations give
$$[a_i,a_j^*a_k]=(a_ia_j^*+a_j^*a_i)a_k-a_j^*(a_ia_k+a_ka_i)=\delta_{ij}a_k.$$
For $r=p,q$ this means $[a_{r\uparrow},T]=a_{r\downarrow}$ and $[a_{r\downarrow},T]=0$. Both $[a_{q\downarrow}a_{p\uparrow},T]$ and $[a_{q\uparrow}a_{p\downarrow},T]$ equal $a_{q\downarrow}a_{p\downarrow}$, which cancels in $b$. The cases $i=j$ and $i\ne j$ are `same` and `diff`.

```lean
/-- Under the canonical anticommutation relations and for distinct orbitals, the singlet pair
operator commutes with the total spin raising operator of the bond. -/
theorem singlet_commutes_raising (h : IsCAR a) (hpq : p ≠ q) :
    singlet a p q * (Splus a p + Splus a q) = (Splus a p + Splus a q) * singlet a p q := by
  -- commutators of one annihilator with a bilinear
  have same : ∀ i k, a i * (star (a i) * a k) - star (a i) * a k * a i = a k := fun i k => by
    have m := h.mixed i i
    rw [if_pos rfl] at m
    linear_combination (norm := noncomm_ring) m * a k - star (a i) * h.anti i k
  have diff : ∀ i j k, i ≠ j → a i * (star (a j) * a k) - star (a j) * a k * a i = 0 :=
    fun i j k hij => by
      have m := h.mixed i j
      rw [if_neg hij] at m
      linear_combination (norm := noncomm_ring) m * a k - star (a j) * h.anti i k
  have d1 := diff (p, up) (q, up) (q, down) (by simp [hpq])
  have d2 := diff (q, down) (p, up) (p, down) (by simp [hpq.symm])
  have d3 := diff (q, down) (q, up) (q, down) (by simp)
  have d4 := diff (p, down) (p, up) (p, down) (by simp)
  have d5 := diff (p, down) (q, up) (q, down) (by simp [hpq])
  have d6 := diff (q, up) (p, up) (p, down) (by simp [hpq.symm])
  rw [singlet, smul_mul_assoc, mul_smul_comm]
  congr 1
  simp only [Splus]
  linear_combination (norm := noncomm_ring)
    a (q, down) * same (p, up) (p, down) + a (q, down) * d1 + d2 * a (p, up) + d3 * a (p, up)
      - a (q, up) * d4 - a (q, up) * d5 - d6 * a (p, down) - same (q, up) (q, down) * a (p, down)

end Operators
```

## (h) Adding one fermion mode

Given modes $a_k$ satisfying the relations, show that they also hold for
$$c_0=\begin{pmatrix}0&1\\0&0\end{pmatrix},\qquad c_{k+1}=\begin{pmatrix}a_k&0\\0&-a_k\end{pmatrix}.$$

**Solution.** Directly, $c_0^2=0$ and $c_0c_0^*+c_0^*c_0=1$. The opposite signs in $c_{k+1}$ make it anticommute with $c_0$ and $c_0^*$. Between two old modes the signs multiply to $+1$, so each diagonal block repeats the old relation. Lean checks these cases entry by entry.

```lean
/-- The Jordan-Wigner step: one new mode is added in front of `n` given modes by passing to
two-by-two block matrices. -/
def addMode {A : Type*} [Ring A] {n : ℕ} (a : Fin n → A) :
    Fin (n + 1) → Matrix (Fin 2) (Fin 2) A :=
  Fin.cons !![0, 1; 0, 0] (fun k => !![a k, 0; 0, -a k])

/-- The Jordan-Wigner step preserves the canonical anticommutation relations. -/
theorem addMode_isCAR {A : Type*} [Ring A] [StarRing A] {n : ℕ} {a : Fin n → A}
    (h : IsCAR a) : IsCAR (addMode a) := by
  -- the adjoint of a two-by-two block matrix
  have hst : ∀ w x y z : A,
      star !![w, x; y, z] = !![star w, star y; star x, star z] := by
    intro w x y z
    ext r s
    fin_cases r <;> fin_cases s <;> rfl
  constructor
  · intro i j
    rcases Fin.eq_zero_or_eq_succ i with rfl | ⟨i, rfl⟩ <;>
    rcases Fin.eq_zero_or_eq_succ j with rfl | ⟨j, rfl⟩ <;>
    ext r s <;> fin_cases r <;> fin_cases s <;>
    simp [addMode, h.anti]
  · intro i j
    rcases Fin.eq_zero_or_eq_succ i with rfl | ⟨i, rfl⟩ <;>
    rcases Fin.eq_zero_or_eq_succ j with rfl | ⟨j, rfl⟩
    on_goal 4 =>
      have m := h.mixed i j
      by_cases e : i = j
      · subst e
        rw [if_pos rfl] at m ⊢
        ext r s
        fin_cases r <;> fin_cases s <;> simp [addMode, hst, m]
      · rw [if_neg e] at m
        rw [if_neg (fun e' => e (Fin.succ_injective _ e'))]
        ext r s
        fin_cases r <;> fin_cases s <;> simp [addMode, hst, m]
    · rw [if_pos rfl]
      ext r s
      fin_cases r <;> fin_cases s <;> simp [addMode, hst]
    · rw [if_neg (Fin.succ_ne_zero j).symm]
      ext r s
      fin_cases r <;> fin_cases s <;> simp [addMode, hst]
    · rw [if_neg (Fin.succ_ne_zero i)]
      ext r s
      fin_cases r <;> fin_cases s <;> simp [addMode, hst]
```

## (i) Two orbitals as explicit matrices

Construct matrices $a_{ps}$, with $p,s\in\{0,1\}$, satisfying
$$a_{ps}a_{qt}+a_{qt}a_{ps}=0,\qquad a_{ps}a_{qt}^*+a_{qt}^*a_{ps}=\delta_{pq}\delta_{st}.$$

**Solution.** Start from $\mathbb C$ with no modes and apply (h) four times. The nested blocks amount to $16\times16$ matrices. Set $a_{ps}=c_{2p+s}$; different labels give different modes, so the relations carry over.

```lean
/-- Four fermion modes as nested block matrices, from four Jordan-Wigner steps over `ℂ`. -/
def fockModes : Fin (2 * 2) → Matrix (Fin 2) (Fin 2) (Matrix (Fin 2) (Fin 2)
    (Matrix (Fin 2) (Fin 2) (Matrix (Fin 2) (Fin 2) ℂ))) :=
  addMode (addMode (addMode (addMode (fun i : Fin 0 => (i.elim0 : ℂ)))))

/-- The four Jordan-Wigner modes, labelled by two orbitals and two spins, satisfy the
canonical anticommutation relations. -/
theorem isCAR_witness :
    IsCAR (fun x : Fin 2 × Fin 2 => fockModes (finProdFinEquiv x)) := by
  have h0 : IsCAR (fun i : Fin 0 => (i.elim0 : ℂ)) := ⟨fun i => i.elim0, fun i => i.elim0⟩
  have h : IsCAR fockModes := addMode_isCAR (addMode_isCAR (addMode_isCAR (addMode_isCAR h0)))
  refine ⟨fun i j => h.anti _ _, fun i j => ?_⟩
  have m := h.mixed (finProdFinEquiv i) (finProdFinEquiv j)
  by_cases e : i = j
  · subst e
    rw [if_pos rfl]
    exact m.trans (if_pos rfl)
  · rw [if_neg e]
    exact m.trans (if_neg (fun e' => e (finProdFinEquiv.injective e')))

end

end SpinBond
```

```lean
#print axioms SpinBond.exchange_bounds
#print axioms SpinBond.singlet_commutes_raising
```

```
'SpinBond.exchange_bounds' depends on axioms: [propext, Classical.choice, Quot.sound]
'SpinBond.singlet_commutes_raising' depends on axioms: [propext, Classical.choice, Quot.sound]
```
